# Squared distances between points in $\mathbb{R}^d$ form a matrix of rank at most $d+2$, and at most $d+1$ on a sphere

A molecule with $n$ atoms has $n(n-1)/2$ interatomic distances, but for large $n$ these far outnumber its $3n$ Cartesian coordinates, so the distances must satisfy relations among themselves. One such relation is a bound on the rank of the matrix of squared distances, which for atoms in space is at most five however large the molecule.

In Lean 4 with Mathlib:

```lean
import Mathlib

open Matrix

namespace SquaredDistanceRank

noncomputable section

variable {ι : Type*} [Fintype ι] {d : ℕ}

/-- The squared Euclidean distance between two positions in `d` dimensions. -/
def sqDist (u v : Fin d → ℝ) : ℝ := ∑ k, (u k - v k) ^ 2

/-- The matrix of squared distances between all pairs of points. -/
def distMatrix (x : ι → Fin d → ℝ) : Matrix ι ι ℝ :=
  Matrix.of fun i j => sqDist (x i) (x j)

/-- All points have the same distance `r` from some centre `c`. -/
def OnSphere (x : ι → Fin d → ℝ) : Prop :=
  ∃ (c : Fin d → ℝ) (r : ℝ), ∀ i, sqDist (x i) c = r ^ 2

/-- All points lie in one hyperplane with nonzero normal `b`. -/
def OnHyperplane (x : ι → Fin d → ℝ) : Prop :=
  ∃ b : Fin d → ℝ, b ≠ 0 ∧ ∃ c : ℝ, ∀ i, ∑ k, x i k * b k = c

/-- The matrix with rows `(x, |x|², 1)`. -/
def liftMat (x : ι → Fin d → ℝ) : Matrix ι (Fin d ⊕ Fin 2) ℝ :=
  Matrix.of fun i => Sum.elim (x i) ![∑ k, x i k ^ 2, 1]

/-- The matrix with rows `(-2x, 1, |x|²)`. -/
def dualMat (x : ι → Fin d → ℝ) : Matrix ι (Fin d ⊕ Fin 2) ℝ :=
  Matrix.of fun i => Sum.elim (fun k => -2 * x i k) ![1, ∑ k, x i k ^ 2]

/-- The squared distance expands into two squared lengths and a scalar product. -/
theorem sqDist_expand (u v : Fin d → ℝ) :
    sqDist u v = ∑ k, u k ^ 2 - 2 * ∑ k, u k * v k + ∑ k, v k ^ 2 := by
  simp only [sqDist, Finset.mul_sum, ← Finset.sum_sub_distrib, ← Finset.sum_add_distrib]
  exact Finset.sum_congr rfl fun k _ => by ring

omit [Fintype ι] in
private lemma lift_mulVec (x : ι → Fin d → ℝ) (w : Fin d ⊕ Fin 2 → ℝ) (i : ι) :
    (liftMat x *ᵥ w) i = ∑ k, x i k * w (Sum.inl k) +
      ((∑ k, x i k ^ 2) * w (Sum.inr 0) + w (Sum.inr 1)) := by
  simp [liftMat, Matrix.mulVec, dotProduct, Fintype.sum_sum_type, Fin.sum_univ_two]

omit [Fintype ι] in
private lemma dual_mulVec (x : ι → Fin d → ℝ) (w : Fin d ⊕ Fin 2 → ℝ) :
    dualMat x *ᵥ w = liftMat x *ᵥ
      (Sum.elim (fun k => -2 * w (Sum.inl k)) ![w (Sum.inr 1), w (Sum.inr 0)]) := by
  ext i
  have h : ∑ k, -2 * x i k * w (Sum.inl k) = ∑ k, x i k * (-2 * w (Sum.inl k)) :=
    Finset.sum_congr rfl fun k _ => by ring
  rw [lift_mulVec]
  simp only [dualMat, Matrix.mulVec, dotProduct, Fintype.sum_sum_type, Fin.sum_univ_two,
    Matrix.of_apply, Sum.elim_inl, Sum.elim_inr, Matrix.cons_val_zero, Matrix.cons_val_one, h]
  ring

omit [Fintype ι] in
/-- The squared-distance matrix factors through `d + 2` columns. -/
theorem distMatrix_factor (x : ι → Fin d → ℝ) :
    distMatrix x = liftMat x * (dualMat x)ᵀ := by
  ext i j
  have h : ∑ k, x i k * (-2 * x j k) = -2 * ∑ k, x i k * x j k := by
    rw [Finset.mul_sum]
    exact Finset.sum_congr rfl fun k _ => by ring
  rw [Matrix.mul_apply]
  simp only [distMatrix, liftMat, dualMat, Matrix.transpose_apply, Fintype.sum_sum_type,
    Fin.sum_univ_two, Matrix.of_apply, Sum.elim_inl, Sum.elim_inr, Matrix.cons_val_zero,
    Matrix.cons_val_one, h, sqDist_expand]
  ring

/-- The squared-distance matrix of points in `d` dimensions has rank at most `d + 2`. -/
theorem rank_le (x : ι → Fin d → ℝ) : (distMatrix x).rank ≤ d + 2 := by
  rw [distMatrix_factor]
  refine (Matrix.rank_mul_le_left _ _).trans ((Matrix.rank_le_card_width _).trans ?_)
  simp

private lemma rank_le_of_kernel (x : ι → Fin d → ℝ) (w : Fin d ⊕ Fin 2 → ℝ)
    (hne : w ≠ 0) (hw : liftMat x *ᵥ w = 0) : (distMatrix x).rank ≤ d + 1 := by
  have h := LinearMap.finrank_range_add_finrank_ker (liftMat x).mulVecLin
  have hk : Module.finrank ℝ (LinearMap.ker (liftMat x).mulVecLin) ≠ 0 := by
    intro h0
    have hbot := Submodule.finrank_eq_zero.mp h0
    have hm : w ∈ LinearMap.ker (liftMat x).mulVecLin := LinearMap.mem_ker.mpr hw
    rw [hbot] at hm
    exact hne ((Submodule.mem_bot ℝ).mp hm)
  have hr : (distMatrix x).rank ≤ (liftMat x).rank := by
    rw [distMatrix_factor]
    exact Matrix.rank_mul_le_left _ _
  have e : (liftMat x).rank =
    Module.finrank ℝ (LinearMap.range (liftMat x).mulVecLin) := rfl
  have hc : Module.finrank ℝ (Fin d ⊕ Fin 2 → ℝ) = d + 2 := by simp
  omega

/-- If all points lie on one sphere, the squared-distance matrix has rank at most `d + 1`. -/
theorem rank_le_of_onSphere (x : ι → Fin d → ℝ) (hx : OnSphere x) :
    (distMatrix x).rank ≤ d + 1 := by
  obtain ⟨c, r, h⟩ := hx
  -- the equation of the sphere is a linear relation between the columns
  refine rank_le_of_kernel x
    (Sum.elim (fun k => -2 * c k) ![1, ∑ k, c k ^ 2 - r ^ 2]) ?_ ?_
  · intro h0
    have h1 := congrFun h0 (Sum.inr 0)
    simp at h1
  · ext i
    have hi := h i
    rw [sqDist_expand] at hi
    have hs : ∑ k, x i k * (-2 * c k) = -2 * ∑ k, x i k * c k := by
      rw [Finset.mul_sum]
      exact Finset.sum_congr rfl fun k _ => by ring
    rw [lift_mulVec]
    simp only [Sum.elim_inl, Sum.elim_inr, Matrix.cons_val_zero, Matrix.cons_val_one, hs,
      Pi.zero_apply]
    linarith

/-- If all points lie in one hyperplane, the squared-distance matrix has rank at most `d + 1`. -/
theorem rank_le_of_onHyperplane (x : ι → Fin d → ℝ) (hx : OnHyperplane x) :
    (distMatrix x).rank ≤ d + 1 := by
  obtain ⟨b, hb, c, h⟩ := hx
  refine rank_le_of_kernel x (Sum.elim b ![0, -c]) ?_ ?_
  · intro h0
    exact hb (funext fun k => congrFun h0 (Sum.inl k))
  · ext i
    rw [lift_mulVec]
    simp [h i]

omit [Fintype ι] in
private lemma lift_injective (x : ι → Fin d → ℝ) (hs : ¬ OnSphere x) (hh : ¬ OnHyperplane x)
    (w : Fin d ⊕ Fin 2 → ℝ) (hw : liftMat x *ᵥ w = 0) : w = 0 := by
  have hi : ∀ i, ∑ k, x i k * w (Sum.inl k) +
      ((∑ k, x i k ^ 2) * w (Sum.inr 0) + w (Sum.inr 1)) = 0 := fun i => by
    rw [← lift_mulVec, hw]; rfl
  have key : ∀ X S a t : ℝ, a ≠ 0 → S + (X * a + t) = 0 →
      X - 2 * (-S / (2 * a)) = -t / a := by
    intro X S a t h e
    rw [eq_div_iff h]
    have h1 : S / a * a = S := div_mul_cancel₀ S h
    linear_combination e + h1
  -- a quadratic term would put the points on a sphere: complete the square
  have ha : w (Sum.inr 0) = 0 := by
    by_contra ha
    apply hs
    refine ⟨fun k => -w (Sum.inl k) / (2 * w (Sum.inr 0)),
      Real.sqrt (∑ k, (-w (Sum.inl k) / (2 * w (Sum.inr 0))) ^ 2 +
        -w (Sum.inr 1) / w (Sum.inr 0)), fun i => ?_⟩
    have e : sqDist (x i) (fun k => -w (Sum.inl k) / (2 * w (Sum.inr 0))) =
        ∑ k, (-w (Sum.inl k) / (2 * w (Sum.inr 0))) ^ 2 +
          -w (Sum.inr 1) / w (Sum.inr 0) := by
      have s : ∑ k, x i k * (-w (Sum.inl k) / (2 * w (Sum.inr 0))) =
          -(∑ k, x i k * w (Sum.inl k)) / (2 * w (Sum.inr 0)) := by
        rw [← Finset.sum_neg_distrib, Finset.sum_div]
        exact Finset.sum_congr rfl fun k _ => by ring
      rw [sqDist_expand, s, key _ _ _ _ ha (hi i)]
      ring
    have hn : 0 ≤ sqDist (x i) (fun k => -w (Sum.inl k) / (2 * w (Sum.inr 0))) :=
      Finset.sum_nonneg fun k _ => sq_nonneg _
    rw [← e, Real.sq_sqrt hn]
  -- a remaining linear term would put them in a hyperplane
  have hb : (fun k => w (Sum.inl k)) = 0 := by
    by_contra hb
    refine hh ⟨fun k => w (Sum.inl k), hb, -w (Sum.inr 1), fun i => ?_⟩
    have h := hi i
    rw [ha] at h
    linarith
  have hb' : ∀ k, w (Sum.inl k) = 0 := fun k => congrFun hb k
  have hc : w (Sum.inr 1) = 0 := by
    by_contra hc
    refine hs ⟨0, 0, fun i => absurd ?_ hc⟩
    simpa [ha, hb'] using hi i
  funext s
  rcases s with k | j
  · exact hb' k
  · fin_cases j
    · exact ha
    · exact hc

private lemma gram_isUnit {κ : Type*} [Fintype κ] [DecidableEq κ] (A : Matrix ι κ ℝ)
    (h : ∀ w, A *ᵥ w = 0 → w = 0) : IsUnit (Aᵀ * A) := by
  rw [← Matrix.mulVec_injective_iff_isUnit]
  intro u v huv
  have hz : (Aᵀ * A) *ᵥ (u - v) = 0 := by
    rw [Matrix.mulVec_sub]
    exact sub_eq_zero.mpr huv
  have h0 : (A *ᵥ (u - v)) ⬝ᵥ (A *ᵥ (u - v)) = 0 := by
    calc (A *ᵥ (u - v)) ⬝ᵥ (A *ᵥ (u - v)) = (u - v) ⬝ᵥ ((Aᵀ * A) *ᵥ (u - v)) := by
          rw [← Matrix.mulVec_mulVec, Matrix.dotProduct_mulVec (u - v), Matrix.vecMul_transpose]
      _ = 0 := by rw [hz, dotProduct_zero]
  exact sub_eq_zero.mp (h _ (dotProduct_self_eq_zero.mp h0))

/-- The squared-distance matrix has rank exactly `d + 2` if and only if the points lie neither
on a common sphere nor in a common hyperplane. -/
theorem rank_eq_iff (x : ι → Fin d → ℝ) :
    (distMatrix x).rank = d + 2 ↔ ¬ OnSphere x ∧ ¬ OnHyperplane x := by
  constructor
  · intro h
    refine ⟨fun hs => ?_, fun hh => ?_⟩
    · have := rank_le_of_onSphere x hs
      omega
    · have := rank_le_of_onHyperplane x hh
      omega
  · rintro ⟨hs, hh⟩
    have hA := lift_injective x hs hh
    have hB : ∀ w, dualMat x *ᵥ w = 0 → w = 0 := by
      intro w hw
      rw [dual_mulVec] at hw
      have h := hA _ hw
      funext s
      rcases s with k | j
      · have hk := congrFun h (Sum.inl k)
        simpa using hk
      · fin_cases j
        · exact congrFun h (Sum.inr 1)
        · exact congrFun h (Sum.inr 0)
    -- the product of the two Gram matrices is invertible and factors through `D`
    have hu := Matrix.rank_of_isUnit _ ((gram_isUnit _ hA).mul (gram_isUnit _ hB))
    have e : (liftMat x)ᵀ * liftMat x * ((dualMat x)ᵀ * dualMat x) =
        (liftMat x)ᵀ * (distMatrix x * dualMat x) := by
      rw [distMatrix_factor]
      simp only [Matrix.mul_assoc]
    have h1 := Matrix.rank_mul_le_right (liftMat x)ᵀ (distMatrix x * dualMat x)
    have h2 := Matrix.rank_mul_le_left (distMatrix x) (dualMat x)
    have hc : Fintype.card (Fin d ⊕ Fin 2) = d + 2 := by simp
    rw [e, hc] at hu
    have h3 := rank_le x
    omega

/-- For more than `d + 2` points in `d` dimensions the determinant of the squared distances
vanishes. -/
theorem det_eq_zero [DecidableEq ι] (x : ι → Fin d → ℝ) (h : d + 2 < Fintype.card ι) :
    (distMatrix x).det = 0 := by
  by_contra hd
  have h1 := Matrix.rank_of_isUnit (distMatrix x)
    ((Matrix.isUnit_iff_isUnit_det _).mpr (isUnit_iff_ne_zero.mpr hd))
  have h2 := rank_le x
  omega

private lemma rank_three (M : Matrix (Fin 3) (Fin 3) ℝ) (h : M.det ≠ 0) : M.rank = 3 := by
  have h1 := Matrix.rank_of_isUnit M
    ((Matrix.isUnit_iff_isUnit_det _).mpr (isUnit_iff_ne_zero.mpr h))
  simpa using h1

private lemma det_three (p q r : Fin d → ℝ) :
    (distMatrix ![p, q, r]).det = 2 * sqDist p q * sqDist q r * sqDist p r := by
  have self : ∀ u : Fin d → ℝ, sqDist u u = 0 := fun u => by simp [sqDist]
  have symm : ∀ u v : Fin d → ℝ, sqDist u v = sqDist v u := fun u v =>
    Finset.sum_congr rfl fun k _ => by ring
  rw [Matrix.det_fin_three]
  change sqDist p p * sqDist q q * sqDist r r - sqDist p p * sqDist q r * sqDist r q
    - sqDist p q * sqDist q p * sqDist r r + sqDist p q * sqDist q r * sqDist r p
    + sqDist p r * sqDist q p * sqDist r q - sqDist p r * sqDist q q * sqDist r p = _
  rw [self p, self q, self r, symm q p, symm r q, symm r p]
  ring

/-- The points 0, 1, 2 on a line have a squared-distance matrix of rank 3, which is `d + 2`
for `d = 1`. -/
theorem line_sharp : (distMatrix (![![0], ![1], ![2]] : Fin 3 → Fin 1 → ℝ)).rank = 3 := by
  apply rank_three
  rw [det_three]
  norm_num [sqDist]

/-- The points (1,0), (-1,0), (0,1) lie on a circle and have a squared-distance matrix of
rank 3, which is `d + 1` for `d = 2`. -/
theorem circle_sharp :
    OnSphere (![![1, 0], ![-1, 0], ![0, 1]] : Fin 3 → Fin 2 → ℝ) ∧
      (distMatrix (![![1, 0], ![-1, 0], ![0, 1]] : Fin 3 → Fin 2 → ℝ)).rank = 3 := by
  constructor
  · refine ⟨0, 1, fun i => ?_⟩
    fin_cases i <;> norm_num [sqDist, Fin.sum_univ_two]
  · apply rank_three
    rw [det_three]
    norm_num [sqDist, Fin.sum_univ_two]

end

end SquaredDistanceRank
```

```lean
#print axioms SquaredDistanceRank.rank_le_of_onSphere
-- 'SquaredDistanceRank.rank_le_of_onSphere' depends on axioms: [propext, Classical.choice, Quot.sound]
#print axioms SquaredDistanceRank.rank_eq_iff
-- 'SquaredDistanceRank.rank_eq_iff' depends on axioms: [propext, Classical.choice, Quot.sound]
#print axioms SquaredDistanceRank.line_sharp
-- 'SquaredDistanceRank.line_sharp' depends on axioms: [propext, Classical.choice, Quot.sound]
#print axioms SquaredDistanceRank.circle_sharp
-- 'SquaredDistanceRank.circle_sharp' depends on axioms: [propext, Classical.choice, Quot.sound]
```

## Positions, spheres and hyperplanes

The finite type `ι` labels the atoms, and `x i : Fin d → ℝ` holds the Cartesian coordinates $x_i$ of atom $i$. The matrix `distMatrix x`, written $D$ below, has entries $D_{ij}=|x_i-x_j|^2$. They are squared distances; the bound does not carry over to the distances themselves.

`OnSphere` asks for a centre $c$ and a number $r$ with $|x_i-c|^2=r^2$ for all $i$; radius zero is allowed. `OnHyperplane` asks for a nonzero normal $b$ and an offset $h$ with $b\cdot x_i=h$.

`rank_le` and `rank_le_of_onSphere` are the two bounds of the title. `rank_eq_iff` says that the rank is exactly $d+2$ if and only if the points lie neither on a common sphere nor in a common hyperplane. By `det_eq_zero`, $\det D=0$ for more than $d+2$ points, for instance six atoms in space.

The rank does not count independent distances: a generic molecule with $n\ge 3$ atoms has $3n-6$ of those.

## Factoring through $d+2$ columns

Expanding the square gives
$$D_{ij}=|x_i|^2-2\,x_i\cdot x_j+|x_j|^2 .$$
This is the scalar product of $(x_i,|x_i|^2,1)$ and $(-2x_j,1,|x_j|^2)$. With these vectors as the rows of $A$ (`liftMat`) and $B$ (`dualMat`), $D=AB^{T}$, which is `distMatrix_factor`. Both matrices have $d+2$ columns, so $\operatorname{rank}D\le\operatorname{rank}A\le d+2$.

If the points lie on a sphere, its equation reads
$$-2c\cdot x_i+|x_i|^2+(|c|^2-r^2)=0 .$$
The nonzero vector $w=(-2c,\,1,\,|c|^2-r^2)$ therefore satisfies $Aw=0$. For a hyperplane, $w=(b,0,-h)$ does the same. By rank–nullity, $\operatorname{rank}A\le d+1$, and hence $\operatorname{rank}D\le d+1$; this is `rank_le_of_kernel`.

## When the rank is full

For the converse, suppose the points lie on no common sphere and in no common hyperplane, and let $w=(s,\alpha,t)$ satisfy $Aw=0$, so that
$$s\cdot x_i+\alpha|x_i|^2+t=0\quad\text{for all } i .$$
If $\alpha\neq0$, completing the square gives
$$\left|x_i+\frac{s}{2\alpha}\right|^2=\frac{|s|^2}{4\alpha^2}-\frac{t}{\alpha},$$
which is a sphere. If $\alpha=0$ and $s\neq0$, the equation is a hyperplane. Both are excluded, so $\alpha=0$ and $s=0$. Then $t=0$ as well, because there is at least one point: an empty family would count as lying on a sphere. This is `lift_injective`.

Thus $A$ is injective. So is $B$, since $B(s,\alpha,t)=A(-2s,t,\alpha)$ (`dual_mulVec`). The Gram matrix $A^{T}A$ is then invertible, because $A^{T}Au=0$ implies $|Au|^2=u\cdot A^{T}Au=0$ and so $u=0$; the same holds for $B^{T}B$ (`gram_isUnit`). The product
$$A^{T}DB=(A^{T}A)(B^{T}B)$$
is therefore invertible and has rank $d+2$. Since its rank cannot exceed that of $D$, $\operatorname{rank}D=d+2$.

## Three points, and no dimensions

For three points,
$$\det D=2D_{12}D_{23}D_{13}$$
(`det_three`), which is nonzero when they are distinct. The points $0,1,2$ on a line give $8$, hence rank $3=d+2$ for $d=1$. The points $(1,0),(-1,0),(0,1)$ on the unit circle give $32$, hence rank $3=d+1$ for $d=2$.

For $d=0$ all points coincide and $D=0$, so there the bound $d+1=1$ is not attained.

## Testing a distance matrix numerically

In a distance-geometry code, one can compute the singular values of a trial matrix of squared distances. If more than five lie clearly above the numerical error, no single set of point positions in three dimensions reproduces the matrix exactly. Passing the test does not ensure that such positions exist. The test also presumes ordinary distances within one structure: minimum-image distances in a periodic cell, or averages over several conformations, need not obey the bound.
